# A cubic error bound for the second-order multipole expansion of a local exchange-correlation energy on an angular grid

## The density on one radial shell

Fix a radius inside a PAW augmentation sphere. The directions on this shell are sampled at finitely many points $k$ with weights $w_k\ge 0$ and $\sum_k w_k=4\pi$. Real functions $Y_l$, where $l$ stands for the combined angular-momentum label, satisfy

$$\sum_k w_kY_i(k)Y_j(k)=\delta_{ij},\qquad \sum_k w_kY_i(k)=0 .$$

The second condition excludes the constant harmonic. The density at point $k$ is $n_0+d_k$, with

$$d_k=\sum_l c_lY_l(k).$$

Here $n_0$ is the value of the spherical density, not its coefficient in front of $Y_{00}$, and the $c_l$ are the nonspherical multipole components. The function $f(n)$ is the exchange-correlation energy per volume.

## The expansion and its range of validity

Let $S$ be a convex set of densities containing every $n_0+d_k$. Suppose that $f$ is three times differentiable at each point of $S$, with $|f'''|\le M$ there. Then

$$\left|\sum_k w_kf(n_0+d_k)-4\pi f(n_0)-\tfrac12f''(n_0)\sum_l c_l^2\right|\le\frac M6\sum_k w_k|d_k|^3 .$$

This is `xc_multipole_expansion`. The structure `IsAngularQuadrature w Y` holds the four conditions on weights and functions, and `deviation Y c k` is $d_k$. The functions `f₁`, `f₂`, `f₃` are the successive derivatives of `f`, tied to it by `HasDerivAt` on `S`; `f₃` need not be continuous. The bound $M$ is assumed and limits how fast the curvature of the energy density changes over the sampled range.

The theorem concerns a single shell and a functional of one local density, without spin polarisation or gradients. It compares the expansion with the quadrature sum, not with the exact angular integral.

## Zero mean and the sum of squares

The linear term vanishes because

$$\sum_k w_kd_k=\sum_l c_l\sum_k w_kY_l(k)=0 .$$

For the quadratic term, orthonormality gives

$$\sum_k w_kd_k^2=\sum_{i,j}c_ic_j\sum_k w_kY_i(k)Y_j(k)=\sum_l c_l^2 .$$

The zero mean also gives $n_0=\sum_k\frac{w_k}{4\pi}(n_0+d_k)$. This is a convex combination of sampled densities, so $n_0\in S$, and so is the whole segment from $n_0$ to each $n_0+d_k$.

## The cubic remainder

In the following one-variable estimate, $n=0,1,2,\dots$ is an exponent, not a density. If $g(0)=0$ and $|g'(t)|\le Ct^n$ on $[0,1]$, then $|g(t)|\le Ct^{n+1}/(n+1)$, since $Ct^{n+1}/(n+1)\mp g(t)$ starts at zero and has nonnegative derivative. Write $d$ for one $d_k$ and apply this three times:

$$\begin{aligned}
|f''(n_0+td)-f''(n_0)|&\le M|d|\,t,\\
|f'(n_0+td)-f'(n_0)-f''(n_0)td|&\le \tfrac12M|d|^2t^2,\\
|f(n_0+td)-f(n_0)-f'(n_0)td-\tfrac12f''(n_0)t^2d^2|&\le\tfrac16M|d|^3t^3 .
\end{aligned}$$

In each line the derivative of the left-hand expression is $d$ times the expression above it; for the first line it is $f'''d$. Setting $t=1$, multiplying by $w_k$ and summing gives the result, by the triangle inequality and $w_k\ge0$.

## LDA exchange at positive density

For $f(n)=-An^{4/3}$ with $A\ge0$,

$$f''(n)=-\tfrac49An^{-2/3},\qquad f'''(n)=\tfrac8{27}An^{-5/3}.$$

The constant $A$ sets the strength of exchange in the uniform electron gas. For $A>0$ the third derivative diverges at zero density, so the sampled densities are required to be at least some $m>0$. Then $M=\frac8{27}Am^{-5/3}$, and the error is at most $\frac4{81}Am^{-5/3}\sum_k w_k|d_k|^3$.

## Use in a PAW code

A code can evaluate the on-site exchange-correlation energy by calling the functional at every angular point of every radial shell, or by expanding about the spherical density. The second-order expansion needs only $f(n_0)$, $f''(n_0)$ and $\sum_l c_l^2$ at each radius. For a local functional whose third derivative is bounded over the sampled range, and an angular grid that satisfies the quadrature conditions above, the theorem bounds the difference between the two on each shell.

## A d function that the octahedral grid misses

Orthonormality must hold on the grid itself. Take the six octahedron vertices with equal weights and the single harmonic $Y\propto xy$. It vanishes at all six points, so its mean is zero but its discrete norm is $0$ instead of $1$. For the test function $f(n)=n^2$, which is not a physical exchange-correlation energy, we can take $M=0$, and the quadrature sum is $4\pi n_0^2$, whereas the expansion gives $4\pi n_0^2+c^2$. The bound fails for every $c\ne0$.

The three p-type harmonics do satisfy all the conditions on this grid, as `octahedral_witness` proves.

## The expansion in Lean

```lean
import Mathlib

open scoped Real
open Set

namespace PAWAngularExchangeCorrelation

noncomputable section

variable {K L : Type*} [Fintype K] [Fintype L] [DecidableEq L]

/-- An angular quadrature with nonnegative weights of total `4π`, for which the real functions
`Y l` are orthonormal and orthogonal to constants. -/
structure IsAngularQuadrature (w : K → ℝ) (Y : L → K → ℝ) : Prop where
  nonneg : ∀ k, 0 ≤ w k
  total : ∑ k, w k = 4 * π
  orthonormal : ∀ i j, ∑ k, w k * Y i k * Y j k = if i = j then 1 else 0
  mean_zero : ∀ i, ∑ k, w k * Y i k = 0

/-- The nonspherical part of the density at angular point `k`, with multipole components `c`. -/
def deviation (Y : L → K → ℝ) (c : L → ℝ) (k : K) : ℝ := ∑ l, c l * Y l k

/-- The weighted quadrature sum of the nonspherical density is zero. -/
theorem sum_deviation {w : K → ℝ} {Y : L → K → ℝ} (h : IsAngularQuadrature w Y)
    (c : L → ℝ) : ∑ k, w k * deviation Y c k = 0 := by
  simp only [deviation, Finset.mul_sum]
  rw [Finset.sum_comm]
  apply Finset.sum_eq_zero
  intro l _
  calc ∑ k, w k * (c l * Y l k) = c l * ∑ k, w k * Y l k := by
        rw [Finset.mul_sum]
        exact Finset.sum_congr rfl fun k _ => by ring
    _ = 0 := by rw [h.mean_zero, mul_zero]

/-- The weighted quadrature sum of the squared nonspherical density is the sum of the squared
multipole components. -/
theorem sum_deviation_sq {w : K → ℝ} {Y : L → K → ℝ} (h : IsAngularQuadrature w Y)
    (c : L → ℝ) : ∑ k, w k * deviation Y c k ^ 2 = ∑ l, c l ^ 2 := by
  calc ∑ k, w k * deviation Y c k ^ 2
      = ∑ k, ∑ l, ∑ m, c l * c m * (w k * Y l k * Y m k) := by
        refine Finset.sum_congr rfl fun k _ => ?_
        rw [deviation, sq, Finset.sum_mul_sum, Finset.mul_sum]
        refine Finset.sum_congr rfl fun l _ => ?_
        rw [Finset.mul_sum]
        exact Finset.sum_congr rfl fun m _ => by ring
    _ = ∑ l, ∑ m, c l * c m * ∑ k, w k * Y l k * Y m k := by
        rw [Finset.sum_comm]
        refine Finset.sum_congr rfl fun l _ => ?_
        rw [Finset.sum_comm]
        exact Finset.sum_congr rfl fun m _ => by rw [Finset.mul_sum]
    _ = ∑ l, c l ^ 2 := by simp [h.orthonormal, sq]

/-- The spherical density lies in every convex set that contains all sampled densities. -/
theorem spherical_mem {w : K → ℝ} {Y : L → K → ℝ} (h : IsAngularQuadrature w Y)
    (c : L → ℝ) {S : Set ℝ} (hS : Convex ℝ S) {n₀ : ℝ}
    (hn : ∀ k, n₀ + deviation Y c k ∈ S) : n₀ ∈ S := by
  have hpi : 4 * π ≠ 0 := by positivity
  have hmem := hS.sum_mem (t := Finset.univ) (w := fun k => w k / (4 * π))
    (z := fun k => n₀ + deviation Y c k)
    (fun k _ => div_nonneg (h.nonneg k) (by positivity))
    (by rw [← Finset.sum_div, h.total, div_self hpi]) (fun k _ => hn k)
  have e : ∑ k, (w k / (4 * π)) • (n₀ + deviation Y c k)
      = ((∑ k, w k) * n₀ + ∑ k, w k * deviation Y c k) / (4 * π) := by
    rw [Finset.sum_mul, ← Finset.sum_add_distrib, Finset.sum_div]
    exact Finset.sum_congr rfl fun k _ => by rw [smul_eq_mul]; ring
  rw [e, h.total, sum_deviation h, add_zero, mul_div_cancel_left₀ _ hpi] at hmem
  exact hmem

/-- A function on `[0, 1]` that starts at zero with slope at most `C tⁿ` in size is at most
`C tⁿ⁺¹ / (n + 1)` in size. -/
theorem growth_bound {g g' : ℝ → ℝ} {C : ℝ} (n : ℕ)
    (hg : ∀ t ∈ Icc (0 : ℝ) 1, HasDerivAt g (g' t) t) (h0 : g 0 = 0)
    (hb : ∀ t ∈ Icc (0 : ℝ) 1, |g' t| ≤ C * t ^ n) :
    ∀ t ∈ Icc (0 : ℝ) 1, |g t| ≤ C / ((n : ℝ) + 1) * t ^ (n + 1) := by
  intro t ht
  have hB : ∀ x : ℝ, HasDerivAt (fun x : ℝ => C / ((n : ℝ) + 1) * x ^ (n + 1))
      (C * x ^ n) x := by
    intro x
    refine ((hasDerivAt_pow (n + 1) x).const_mul (C / ((n : ℝ) + 1))).congr_deriv ?_
    have hn : (n : ℝ) + 1 ≠ 0 := by positivity
    rw [Nat.add_sub_cancel]
    push_cast
    field_simp
  exact image_norm_le_of_norm_deriv_right_le_deriv_boundary (f := g) (f' := g')
    (fun s hs => (hg s hs).continuousAt.continuousWithinAt)
    (fun s hs => (hg s ⟨hs.1, hs.2.le⟩).hasDerivWithinAt)
    (by simp [h0]) hB (fun s hs => hb s ⟨hs.1, hs.2.le⟩) ht

/-- The second-order expansion of an energy density about `x` has error at most `M |d|³ / 6`
when its third derivative is bounded by `M`. -/
theorem taylor_bound {S : Set ℝ} (hS : Convex ℝ S) {f f₁ f₂ f₃ : ℝ → ℝ} {M x d : ℝ}
    (h₁ : ∀ y ∈ S, HasDerivAt f (f₁ y) y) (h₂ : ∀ y ∈ S, HasDerivAt f₁ (f₂ y) y)
    (h₃ : ∀ y ∈ S, HasDerivAt f₂ (f₃ y) y) (hM : ∀ y ∈ S, |f₃ y| ≤ M)
    (hx : x ∈ S) (hxd : x + d ∈ S) :
    |f (x + d) - f x - f₁ x * d - f₂ x / 2 * d ^ 2| ≤ M / 6 * |d| ^ 3 := by
  have mem : ∀ t ∈ Icc (0 : ℝ) 1, x + t * d ∈ S := fun t ht => hS.add_smul_mem hx hxd ht
  have hl : ∀ t : ℝ, HasDerivAt (fun s : ℝ => s * d) d t := fun t => hasDerivAt_mul_const d
  have hc : ∀ F F' : ℝ → ℝ, (∀ y ∈ S, HasDerivAt F (F' y) y) → ∀ t ∈ Icc (0 : ℝ) 1,
      HasDerivAt (fun s => F (x + s * d)) (F' (x + t * d) * d) t := by
    intro F F' h t ht
    exact (h _ (mem t ht)).comp t ((hl t).const_add x)
  -- integrate the bound on the third derivative three times along the segment
  have A := growth_bound (g := fun t => f₂ (x + t * d) - f₂ x)
    (g' := fun t => f₃ (x + t * d) * d) (C := M * |d|) 0
    (fun t ht => (hc f₂ f₃ h₃ t ht).sub_const (f₂ x)) (by simp)
    (fun t ht => by
      rw [abs_mul, pow_zero, mul_one]
      exact mul_le_mul_of_nonneg_right (hM _ (mem t ht)) (abs_nonneg d))
  have B := growth_bound (g := fun t => f₁ (x + t * d) - f₁ x - f₂ x * (t * d))
    (g' := fun t => (f₂ (x + t * d) - f₂ x) * d) (C := M * |d| ^ 2) 1
    (fun t ht => (((hc f₁ f₂ h₂ t ht).sub_const (f₁ x)).fun_sub
      ((hl t).const_mul (f₂ x))).congr_deriv (by ring)) (by simp)
    (fun t ht => by
      rw [abs_mul]
      exact (mul_le_mul_of_nonneg_right (A t ht) (abs_nonneg d)).trans_eq
        (by push_cast; ring))
  have D := growth_bound
    (g := fun t => f (x + t * d) - f x - f₁ x * (t * d) - f₂ x / 2 * ((t * d) * (t * d)))
    (g' := fun t => (f₁ (x + t * d) - f₁ x - f₂ x * (t * d)) * d) (C := M * |d| ^ 3 / 2) 2
    (fun t ht => ((((hc f f₁ h₁ t ht).sub_const (f x)).fun_sub
      ((hl t).const_mul (f₁ x))).fun_sub
      (((hl t).fun_mul (hl t)).const_mul (f₂ x / 2))).congr_deriv (by ring)) (by simp)
    (fun t ht => by
      rw [abs_mul]
      exact (mul_le_mul_of_nonneg_right (B t ht) (abs_nonneg d)).trans_eq
        (by push_cast; ring))
  have e : f (x + 1 * d) - f x - f₁ x * (1 * d) - f₂ x / 2 * ((1 * d) * (1 * d))
      = f (x + d) - f x - f₁ x * d - f₂ x / 2 * d ^ 2 := by
    rw [one_mul]; ring
  rw [← e]
  exact (D 1 ⟨zero_le_one, le_rfl⟩).trans_eq (by push_cast; ring)

/-- The angular exchange-correlation sum equals its second-order multipole expansion up to `M / 6`
times the weighted quadrature sum of the cubed absolute nonspherical density. -/
theorem xc_multipole_expansion {w : K → ℝ} {Y : L → K → ℝ} (h : IsAngularQuadrature w Y)
    (c : L → ℝ) {S : Set ℝ} (hS : Convex ℝ S) {f f₁ f₂ f₃ : ℝ → ℝ} {M n₀ : ℝ}
    (h₁ : ∀ y ∈ S, HasDerivAt f (f₁ y) y) (h₂ : ∀ y ∈ S, HasDerivAt f₁ (f₂ y) y)
    (h₃ : ∀ y ∈ S, HasDerivAt f₂ (f₃ y) y) (hM : ∀ y ∈ S, |f₃ y| ≤ M)
    (hn : ∀ k, n₀ + deviation Y c k ∈ S) :
    |∑ k, w k * f (n₀ + deviation Y c k)
        - (4 * π * f n₀ + 1 / 2 * f₂ n₀ * ∑ l, c l ^ 2)|
      ≤ M / 6 * ∑ k, w k * |deviation Y c k| ^ 3 := by
  have hn₀ := spherical_mem h c hS hn
  -- the linear term vanishes and the quadratic term is the multipole sum
  have e : ∑ k, w k * (f (n₀ + deviation Y c k) - f n₀ - f₁ n₀ * deviation Y c k
        - f₂ n₀ / 2 * deviation Y c k ^ 2)
      = ∑ k, w k * f (n₀ + deviation Y c k) - (∑ k, w k) * f n₀
        - f₁ n₀ * ∑ k, w k * deviation Y c k
        - f₂ n₀ / 2 * ∑ k, w k * deviation Y c k ^ 2 := by
    rw [Finset.sum_mul, Finset.mul_sum, Finset.mul_sum, ← Finset.sum_sub_distrib,
      ← Finset.sum_sub_distrib, ← Finset.sum_sub_distrib]
    exact Finset.sum_congr rfl fun k _ => by ring
  rw [h.total, sum_deviation h, sum_deviation_sq h] at e
  have e' : ∑ k, w k * f (n₀ + deviation Y c k)
        - (4 * π * f n₀ + 1 / 2 * f₂ n₀ * ∑ l, c l ^ 2)
      = ∑ k, w k * (f (n₀ + deviation Y c k) - f n₀ - f₁ n₀ * deviation Y c k
        - f₂ n₀ / 2 * deviation Y c k ^ 2) := by
    rw [e]; ring
  rw [e', Finset.mul_sum]
  refine (Finset.abs_sum_le_sum_abs _ _).trans (Finset.sum_le_sum fun k _ => ?_)
  rw [abs_mul, abs_of_nonneg (h.nonneg k)]
  exact (mul_le_mul_of_nonneg_left (taylor_bound hS h₁ h₂ h₃ hM hn₀ (hn k))
    (h.nonneg k)).trans_eq (by ring)

/-- The local-density exchange energy per volume, `-A n^(4/3)`. -/
def ldaExchange (A n : ℝ) : ℝ := -A * n ^ (4 / 3 : ℝ)

/-- The multipole expansion of the local-density exchange energy, with an explicit error bound
when all sampled densities are at least `m > 0`. -/
theorem lda_exchange_expansion {w : K → ℝ} {Y : L → K → ℝ} (h : IsAngularQuadrature w Y)
    (c : L → ℝ) {A m n₀ : ℝ} (hA : 0 ≤ A) (hm : 0 < m)
    (hn : ∀ k, m ≤ n₀ + deviation Y c k) :
    |∑ k, w k * ldaExchange A (n₀ + deviation Y c k)
        - (4 * π * ldaExchange A n₀ - 2 / 9 * A * n₀ ^ (-2 / 3 : ℝ) * ∑ l, c l ^ 2)|
      ≤ 4 / 81 * A * m ^ (-5 / 3 : ℝ) * ∑ k, w k * |deviation Y c k| ^ 3 := by
  have hp : ∀ a p q : ℝ, q = p - 1 → ∀ y ∈ Ici m,
      HasDerivAt (fun y : ℝ => a * y ^ p) (a * p * y ^ q) y := by
    rintro a p q rfl y hy
    have hy0 : y ≠ 0 := (hm.trans_le (mem_Ici.mp hy)).ne'
    exact ((Real.hasDerivAt_rpow_const (Or.inl hy0)).const_mul a).congr_deriv
      (mul_assoc _ _ _).symm
  have key := xc_multipole_expansion h c (convex_Ici m) (f := ldaExchange A)
    (f₁ := fun y => -A * (4 / 3) * y ^ (1 / 3 : ℝ))
    (f₂ := fun y => -A * (4 / 3) * (1 / 3) * y ^ (-2 / 3 : ℝ))
    (f₃ := fun y => -A * (4 / 3) * (1 / 3) * (-2 / 3) * y ^ (-5 / 3 : ℝ))
    (M := 8 / 27 * A * m ^ (-5 / 3 : ℝ)) (n₀ := n₀)
    (hp _ _ _ (by norm_num)) (hp _ _ _ (by norm_num)) (hp _ _ _ (by norm_num))
    (fun y hy => by
      have hy' : m ≤ y := hy
      have hy0 : 0 < y := hm.trans_le hy'
      have e : -A * (4 / 3) * (1 / 3) * (-2 / 3) * y ^ (-5 / 3 : ℝ)
          = 8 / 27 * A * y ^ (-5 / 3 : ℝ) := by ring
      show |-A * (4 / 3) * (1 / 3) * (-2 / 3) * y ^ (-5 / 3 : ℝ)| ≤ _
      rw [e, abs_of_nonneg (by positivity)]
      exact mul_le_mul_of_nonneg_left
        (Real.rpow_le_rpow_of_nonpos hm hy' (by norm_num)) (by positivity))
    hn
  refine le_trans (le_of_eq ?_) (key.trans_eq (by ring))
  congr 1
  ring

/-- Equal weights `4π/6` on the six vertices of an octahedron. -/
def octWeight (_ : Fin 3 × Bool) : ℝ := 4 * π / 6

/-- The three real p-type harmonics `√(3/4π) x, y, z` on the octahedron vertices. -/
def octY (i : Fin 3) (k : Fin 3 × Bool) : ℝ :=
  if k.1 = i then (if k.2 = true then √(3 / (4 * π)) else -√(3 / (4 * π))) else 0

/-- The octahedral six-point quadrature with the three p-type harmonics satisfies all the
quadrature conditions. -/
theorem octahedral_witness : IsAngularQuadrature octWeight octY where
  nonneg k := by unfold octWeight; positivity
  total := by
    simp only [octWeight, Fintype.sum_prod_type, Fintype.sum_bool, Fin.sum_univ_three]
    ring
  orthonormal i j := by
    have hs : √(3 / (4 * π)) * √(3 / (4 * π)) = 3 / (4 * π) :=
      Real.mul_self_sqrt (by positivity)
    have h1 : 4 * π / 6 * (√(3 / (4 * π)) * √(3 / (4 * π))) = 1 / 2 := by
      rw [hs]
      field_simp
      norm_num
    simp only [octWeight, octY, Fintype.sum_prod_type, Fintype.sum_bool, Fin.sum_univ_three]
    generalize √(3 / (4 * π)) = s at h1 ⊢
    generalize 4 * π / 6 = v at h1 ⊢
    fin_cases i <;> fin_cases j <;> simp <;> linear_combination 2 * h1
  mean_zero i := by
    simp only [octWeight, octY, Fintype.sum_prod_type, Fintype.sum_bool, Fin.sum_univ_three]
    generalize √(3 / (4 * π)) = s
    generalize 4 * π / 6 = v
    fin_cases i <;> simp

end

end PAWAngularExchangeCorrelation
```

```lean
#print axioms PAWAngularExchangeCorrelation.lda_exchange_expansion
```

```
'PAWAngularExchangeCorrelation.lda_exchange_expansion' depends on axioms: [propext, Classical.choice, Quot.sound]
```

## How the lemmas fit together

`sum_deviation` and `sum_deviation_sq` exchange the finite sums and insert the quadrature conditions. `spherical_mem` applies `hS.sum_mem` with weights $w_k/4\pi$ to place $n_0$ in $S$.

`growth_bound` is the one-variable estimate; Mathlib's comparison theorem for a function whose derivative is bounded by that of a boundary function does the work. `taylor_bound` uses it three times, and its steps `A`, `B` and `D` are the three displayed inequalities. The local fact `mem` keeps the segment inside $S$, and `hc` is the chain rule along it.

In `xc_multipole_expansion`, the identity `e` splits the summed remainder into its four parts. After the linear and quadratic sums are substituted, `e'` identifies the error with the weighted sum of Taylor remainders. `Finset.abs_sum_le_sum_abs` is the triangle inequality, and `taylor_bound` controls each term.

`lda_exchange_expansion` takes $S=[m,\infty)$. Its local lemma `hp` is the power rule, used for all three derivatives, and the bound on `f₃` follows because $y^{-5/3}$ decreases with $y$. For the octahedron, `fin_cases` runs through the harmonics, and the normalisation reduces to $2\cdot\frac{4\pi}{6}\cdot\frac{3}{4\pi}=1$.
